# Two isotropically coupled equal spins have a pure Heisenberg spectrum exactly when their levels obey the Landé interval rule

Take two spins of equal length $s$ with a rotationally invariant coupling, so that there is one level $E_J$ for each total spin $J=0,\dots,n$ with $n=2s$. For any real levels $E_0,\dots,E_n$, exactly one real polynomial $p$ of degree at most $n$ gives $E_J=p(x_J)$, where $x_J=J(J+1)/2-c$ is the value of $\mathbf S_1\cdot\mathbf S_2$ at total spin $J$ and $c=s(s+1)$, with $\hbar=1$. This polynomial has degree at most one, which means a pure Heisenberg model, if and only if some real $k$ satisfies $E_{J+1}-E_J=k(J+1)$ for all $0\le J<n$.

In Lean 4 with Mathlib:

```lean
import Mathlib

open Polynomial

namespace LandeIntervalTest

noncomputable section

/-- The value `J(J+1)/2 - c` of the exchange operator `S₁·S₂` in the multiplet of total
spin `J`, where `c` is the constant contributed by the two local spins. -/
def exchangeValue (c : ℝ) (J : ℕ) : ℝ := (J : ℝ) * (J + 1) / 2 - c

/-- The Landé interval rule with constant `k`: the gap between the neighbouring levels
`J` and `J + 1` is `k (J + 1)`. -/
def LandeRule (n : ℕ) (E : ℕ → ℝ) (k : ℝ) : Prop :=
  ∀ J < n, E (J + 1) - E J = k * (J + 1)

/-- A polynomial exchange model for the levels `E 0, ..., E n`: a real polynomial of degree
at most `n` that takes the value `E J` at the exchange value of the multiplet `J`. -/
def IsExchangeModel (n : ℕ) (c : ℝ) (E : ℕ → ℝ) (p : ℝ[X]) : Prop :=
  p.natDegree ≤ n ∧ ∀ J ≤ n, p.eval (exchangeValue c J) = E J

/-- The coupled states `|J, M⟩` with `J = 0, ..., n` and `2J + 1` values of `M`. -/
abbrev SpinState (n : ℕ) := (J : Fin (n + 1)) × Fin (2 * (J : ℕ) + 1)

/-- The operator that multiplies every state of the multiplet `J` by the real number `f J`,
written in the coupled basis. -/
def multipletOperator (n : ℕ) (f : ℕ → ℝ) : Matrix (SpinState n) (SpinState n) ℂ :=
  Matrix.diagonal fun s => (f (s.1 : ℕ) : ℂ)

/-- Different total spins have different exchange values. -/
theorem exchangeValue_injective (c : ℝ) : Function.Injective (exchangeValue c) := by
  intro i j h
  unfold exchangeValue at h
  have h1 : ((i : ℝ) - j) * (i + j + 1) = 0 := by linear_combination 2 * h
  have h2 : (i : ℝ) + j + 1 ≠ 0 := by positivity
  have h3 := (mul_eq_zero.1 h1).resolve_right h2
  exact_mod_cast sub_eq_zero.1 h3

/-- The interval rule with constant `k` holds exactly when the levels are an affine function
of the exchange value with slope `k`. -/
theorem landeRule_iff_affine (n : ℕ) (c : ℝ) (E : ℕ → ℝ) (k : ℝ) :
    LandeRule n E k ↔ ∃ a : ℝ, ∀ J ≤ n, E J = a + k * exchangeValue c J := by
  constructor
  · intro h
    refine ⟨E 0 + k * c, fun J => ?_⟩
    -- add up the gaps, starting from the level J = 0
    induction J with
    | zero =>
      intro _
      simp [exchangeValue]
    | succ J ih =>
      intro hJ
      have h1 := ih (by omega)
      have h2 := h J (by omega)
      unfold exchangeValue at h1 ⊢
      push_cast
      linear_combination h1 + h2
  · rintro ⟨a, h⟩ J hJ
    have h1 := h J (by omega)
    have h2 := h (J + 1) (by omega)
    unfold exchangeValue at h1 h2
    push_cast at h2
    linear_combination h2 - h1

/-- Any real levels `E 0, ..., E n` have exactly one polynomial exchange model. -/
theorem existsUnique_exchangeModel (n : ℕ) (c : ℝ) (E : ℕ → ℝ) :
    ∃! p : ℝ[X], IsExchangeModel n c E p := by
  have inj : Set.InjOn (exchangeValue c) (Finset.range (n + 1) : Finset ℕ) :=
    (exchangeValue_injective c).injOn
  have deg : ∀ q : ℝ[X], q.natDegree ≤ n → q.degree < ((Finset.range (n + 1)).card : ℕ) := by
    intro q hq
    rw [Finset.card_range]
    exact lt_of_le_of_lt (natDegree_le_iff_degree_le.1 hq)
      (by exact_mod_cast Nat.lt_succ_self n)
  refine ⟨Lagrange.interpolate (Finset.range (n + 1)) (exchangeValue c) E, ⟨?_, ?_⟩, ?_⟩
  · have h := Lagrange.degree_interpolate_lt E inj
    rw [Finset.card_range] at h
    refine natDegree_le_iff_coeff_eq_zero.2 fun N hN => ?_
    have hN' : n + 1 ≤ N := hN
    exact coeff_eq_zero_of_degree_lt (lt_of_lt_of_le h (by exact_mod_cast hN'))
  · intro J hJ
    exact Lagrange.eval_interpolate_at_node E inj (Finset.mem_range.2 (by omega))
  · -- two models agree at n + 1 distinct points
    intro q hq
    refine Polynomial.eq_of_degrees_lt_of_eval_index_eq (s := Finset.range (n + 1))
      (v := exchangeValue c) inj (deg q hq.1) (Lagrange.degree_interpolate_lt E inj) ?_
    intro J hJ
    rw [Lagrange.eval_interpolate_at_node E inj hJ]
    exact hq.2 J (by have := Finset.mem_range.1 hJ; omega)

/-- Landé interval test: the levels have exactly one polynomial exchange model, and it has
degree at most one if and only if the levels obey the interval rule for some constant. -/
theorem lande_interval_test (n : ℕ) (c : ℝ) (E : ℕ → ℝ) :
    (∃! p : ℝ[X], IsExchangeModel n c E p) ∧
      ∀ p : ℝ[X], IsExchangeModel n c E p →
        (p.natDegree ≤ 1 ↔ ∃ k : ℝ, LandeRule n E k) := by
  refine ⟨existsUnique_exchangeModel n c E, fun p hp => ⟨fun h => ?_, ?_⟩⟩
  · obtain ⟨k, a, rfl⟩ := exists_eq_X_add_C_of_natDegree_le_one h
    refine ⟨k, (landeRule_iff_affine n c E k).2 ⟨a, fun J hJ => ?_⟩⟩
    rw [← hp.2 J hJ]
    simp only [eval_add, eval_mul, eval_C, eval_X]
    ring
  · rintro ⟨k, hk⟩
    obtain ⟨a, ha⟩ := (landeRule_iff_affine n c E k).1 hk
    rcases Nat.eq_zero_or_pos n with h0 | hn
    · have := hp.1
      omega
    · -- the linear polynomial is a model, hence it is the model
      have hq : IsExchangeModel n c E (C k * X + C a) := by
        refine ⟨le_trans natDegree_linear_le hn, fun J hJ => ?_⟩
        rw [ha J hJ]
        simp only [eval_add, eval_mul, eval_C, eval_X]
        ring
      rw [(existsUnique_exchangeModel n c E).unique hp hq]
      exact natDegree_linear_le

/-- A real polynomial of a multiplet operator acts on each multiplet by the polynomial of
its value there. -/
theorem aeval_multipletOperator (n : ℕ) (f : ℕ → ℝ) (p : ℝ[X]) :
    aeval (multipletOperator n f) p = multipletOperator n fun J => p.eval (f J) := by
  induction p using Polynomial.induction_on' with
  | add p q hp hq =>
    rw [map_add, hp, hq]
    ext s t
    by_cases h : s = t
    · subst h
      simp [multipletOperator]
    · simp [multipletOperator, h]
  | monomial m a =>
    rw [aeval_monomial, Algebra.algebraMap_eq_smul_one, smul_mul_assoc, one_mul]
    unfold multipletOperator
    rw [Matrix.diagonal_pow]
    ext s t
    by_cases h : s = t
    · subst h
      simp [eval_monomial]
    · simp [h]

/-- The Hamiltonian with levels `E J` equals its polynomial exchange model evaluated at the
exchange operator. -/
theorem hamiltonian_eq_exchangeModel (n : ℕ) (c : ℝ) (E : ℕ → ℝ) (p : ℝ[X])
    (hp : IsExchangeModel n c E p) :
    multipletOperator n E = aeval (multipletOperator n (exchangeValue c)) p := by
  rw [aeval_multipletOperator]
  unfold multipletOperator
  congr 1
  funext s
  show ((E (s.1 : ℕ) : ℝ) : ℂ) = ((p.eval (exchangeValue c (s.1 : ℕ)) : ℝ) : ℂ)
  rw [hp.2 (s.1 : ℕ) (Nat.lt_succ_iff.1 s.1.isLt)]

/-- The Hamiltonian with levels `E J` is a constant plus `k` times the exchange operator if
and only if the levels obey the interval rule with constant `k`. -/
theorem heisenberg_iff_landeRule (n : ℕ) (c : ℝ) (E : ℕ → ℝ) (k : ℝ) :
    (∃ a : ℝ, multipletOperator n E =
      a • (1 : Matrix (SpinState n) (SpinState n) ℂ) +
        k • multipletOperator n (exchangeValue c)) ↔ LandeRule n E k := by
  rw [landeRule_iff_affine n c E k]
  refine exists_congr fun a => ⟨fun h J hJ => ?_, fun h => ?_⟩
  · -- compare the diagonal entries at one state of the multiplet J
    let s : SpinState n := ⟨⟨J, Nat.lt_succ_of_le hJ⟩, ⟨0, Nat.succ_pos _⟩⟩
    have h1 := congrFun (congrFun h s) s
    simp only [multipletOperator, Matrix.add_apply, Matrix.smul_apply,
      Matrix.diagonal_apply_eq, Matrix.one_apply_eq, Complex.real_smul, mul_one] at h1
    exact_mod_cast h1
  · ext s t
    by_cases hst : s = t
    · subst hst
      have h1 := h (s.1 : ℕ) (Nat.lt_succ_iff.1 s.1.isLt)
      simp [multipletOperator, h1]
    · simp [multipletOperator, hst]

/-- For three levels `J = 0, 1, 2` the coefficient of the squared exchange operator in the
model is `(E 2 - 3 E 1 + 2 E 0) / 6`. -/
theorem biquadratic_coefficient (c : ℝ) (E : ℕ → ℝ) (p : ℝ[X])
    (hp : IsExchangeModel 2 c E p) :
    p.coeff 2 = (E 2 - 3 * E 1 + 2 * E 0) / 6 := by
  have hdeg : p.natDegree < 3 := Nat.lt_succ_of_le hp.1
  have h0 := hp.2 0 (by norm_num)
  have h1 := hp.2 1 (by norm_num)
  have h2 := hp.2 2 (by norm_num)
  rw [eval_eq_sum_range' hdeg] at h0 h1 h2
  simp only [Finset.sum_range_succ, Finset.sum_range_zero, exchangeValue] at h0 h1 h2
  push_cast at h0 h1 h2
  -- this combination removes the constant and the linear term
  linear_combination (h2 - 3 * h1 + 2 * h0) / 6

end

end LandeIntervalTest
```

```lean
#print axioms LandeIntervalTest.lande_interval_test
-- 'LandeIntervalTest.lande_interval_test' depends on axioms: [propext, Classical.choice, Quot.sound]
#print axioms LandeIntervalTest.hamiltonian_eq_exchangeModel
-- 'LandeIntervalTest.hamiltonian_eq_exchangeModel' depends on axioms: [propext, Classical.choice, Quot.sound]
#print axioms LandeIntervalTest.heisenberg_iff_landeRule
-- 'LandeIntervalTest.heisenberg_iff_landeRule' depends on axioms: [propext, Classical.choice, Quot.sound]
#print axioms LandeIntervalTest.biquadratic_coefficient
-- 'LandeIntervalTest.biquadratic_coefficient' depends on axioms: [propext, Classical.choice, Quot.sound]
```

## Two spins and their exchange values

Take two spins of equal length $s$ and set $n=2s$. The total spin then runs over $J=0,1,\dots,n$, each value occurring once. From $\mathbf S^2=(\mathbf S_1+\mathbf S_2)^2$ one gets

$$\mathbf S_1\cdot\mathbf S_2=\tfrac12\left(\mathbf S^2-\mathbf S_1^2-\mathbf S_2^2\right),\qquad x_J=\frac{J(J+1)}2-s(s+1),$$

with $\hbar=1$, so the physical constant is $c=s(s+1)$. In the file `exchangeValue c J` is defined by this formula and $c$ may be any real number. The angular momentum algebra that leads to the formula is an input.

`SpinState n` lists the coupled states $|J,M\rangle$. The second label runs from $0$ to $2J$ and stands for $M+J$. There are $\sum_{J=0}^n(2J+1)=(n+1)^2$ states, as there should be for two spins with $2s+1=n+1$ states each. `multipletOperator n f` is the complex diagonal matrix that has the real value `f J` on every state of multiplet $J$. With `f` equal to `exchangeValue c` it is the exchange operator, and with `f` equal to `E` it is the effective Hamiltonian. Giving all $M$ of a multiplet the same energy is the assumption of rotational invariance: there is no magnetic field, no zero-field splitting and no other anisotropy.

The levels are a function `E : ℕ → ℝ`, of which only the values up to $n$ matter. `IsExchangeModel n c E p` says that $p$ has degree at most $n$ and reproduces these levels. `LandeRule n E k` is the interval rule with a given $k$. The sign convention is $H=a+k\,\mathbf S_1\cdot\mathbf S_2$, so positive $k$ is antiferromagnetic and puts the singlet lowest.

The interval rule is also applied to the fine structure of atoms in LS coupling, where the coupled momenta are $\mathbf L$ and $\mathbf S$ and the lowest $J$ is $|L-S|$. The theorems here treat multiplets that start at $J=0$, so they fit two equal spins and leave out unequal ones.

## One polynomial through the levels

The exchange values are distinct. If $x_i=x_j$, then $i(i+1)=j(j+1)$, hence

$$(i-j)(i+j+1)=0.$$

The second factor is positive, so $i=j$. This is `exchangeValue_injective`, with the factorisation in `h1`.

Existence then follows from Lagrange's formula,

$$p(x)=\sum_{J=0}^{n}E_J\prod_{\substack{0\le I\le n\\ I\ne J}}\frac{x-x_I}{x_J-x_I}.$$

Each product has degree $n$, equals one at $x_J$ and vanishes at the other nodes. For uniqueness, the difference of two such polynomials has degree at most $n$ and $n+1$ distinct roots, so it is zero. `existsUnique_exchangeModel` follows the same route: it supplies Mathlib's `Lagrange.interpolate` as the polynomial, checks its degree and its values, and compares any other model with it at the $n+1$ nodes.

## The interval rule as a straight line

Neighbouring exchange values differ by

$$x_{J+1}-x_J=\frac{(J+1)(J+2)-J(J+1)}2=J+1.$$

If $E_J=a+kx_J$ for all $J\le n$, subtracting neighbours gives the interval rule at once. Conversely, adding up the gaps from the singlet gives

$$E_J=E_0+k\sum_{I=1}^{J}I=E_0+k\,\frac{J(J+1)}2=(E_0+kc)+k\,x_J .$$

So the rule with constant $k$ is the same as a straight line of slope $k$ in $x_J$, with intercept $a=E_0+kc$. In `landeRule_iff_affine` the sum is an induction on $J$: the hypothesis for $J$ plus one more gap gives the claim for $J+1$, which is the step `linear_combination h1 + h2`.

The gap between $J$ and $J+1$ carries the larger of the two total spins, $J+1$. It is easy to slip here and write $E_{J+1}-E_J=kJ$, in the derivation or in the definition of `LandeRule`. For $n\ge1$ that version would force the singlet and the triplet to be degenerate, and a Heisenberg model with $k\neq0$ would fail the test.

## The degree criterion

Suppose the model has degree at most one, so $p(x)=kx+a$. Then $E_J=a+kx_J$, and the interval rule holds. Suppose instead that the rule holds and $n\ge1$. The polynomial $kx+a$ with $a=E_0+kc$ has degree at most $n$ and reproduces all levels, so by uniqueness it is $p$. For $n=0$ the polynomial is constant and the rule imposes no condition, so both sides are true. `lande_interval_test` contains these three arguments, with the split on $n$ made by `Nat.eq_zero_or_pos`.

The criterion says "at most one" because degenerate levels, with $k=0$, give a constant polynomial. For $n=1$, two spins one half, the single gap defines $k$ and every spectrum passes. The test can first fail at $n=2$.

## From levels to operators

Powers and sums of diagonal matrices are again diagonal, and they are formed from the diagonal entries one by one. A polynomial of the exchange operator therefore has the value $p(x_J)$ on multiplet $J$. `aeval_multipletOperator` proves this by induction on the polynomial, with sums and monomials as the two cases. Since $p(x_J)=E_J$, the Hamiltonian is

$$H=p(\mathbf S_1\cdot\mathbf S_2),$$

which is `hamiltonian_eq_exchangeModel`.

`heisenberg_iff_landeRule` states the test for operators: $H=a\,\mathbf 1+k\,\mathbf S_1\cdot\mathbf S_2$ for some real $a$ if and only if the interval rule holds with the same $k$. In one direction the proof compares the diagonal entries at one state of each multiplet, the one with $M=-J$. In the other, the straight line for the levels gives every diagonal entry, and the off-diagonal entries are zero on both sides.

## The biquadratic term for two spins one

For $n=2$ write $p(x)=a_0+a_1x+a_2x^2$. The exchange values are $x_0=-c$, $x_1=1-c$ and $x_2=3-c$. In the combination $E_2-3E_1+2E_0$ the constant drops out because $1-3+2=0$, and the linear term because $x_2-3x_1+2x_0=0$. What remains is

$$E_2-3E_1+2E_0=a_2\left[(3-c)^2-3(1-c)^2+2c^2\right]=6a_2 .$$

Hence $a_2=(E_2-3E_1+2E_0)/6$, whatever the value of $c$. The numerator is also $(E_2-E_1)-2(E_1-E_0)$, the amount by which the upper gap misses twice the lower one. `biquadratic_coefficient` evaluates $p$ at the three nodes and takes the same combination.

When a multireference calculation on two equal magnetic centres yields one isotropic level for each total spin, the interval test shows whether a single exchange constant reproduces the gaps between those levels exactly. It sets no tolerance for small deviations, and it does not say which electronic mechanism produces a higher-order term.
